# Alpha-beta factorization of the sigma vector for pair-symmetric two-electron coefficients

In a full configuration-interaction calculation, each determinant places some electrons with spin up and some with spin down in a common set of orbitals. It is labelled by an alpha string $I$ and a beta string $J$, so the wavefunction is a table of coefficients $C_{IJ}$. An iterative eigensolver needs the sigma vector, the Hamiltonian applied to this table, again and again. The full Hamiltonian matrix has one row for every pair $(I,J)$ and quickly becomes too large to store. Can its action be written with matrices that act on one kind of string at a time?

Let $A_{pq}$ be the matrix that moves an alpha electron from orbital $q$ to orbital $p$, and $B_{pq}$ the same for beta. The spin-summed excitation and the Hamiltonian are

$$E_{pq}=A_{pq}\otimes 1+1\otimes B_{pq},\qquad H=\sum_{pq}k_{pq}E_{pq}+\tfrac12\sum_{pqrs}g_{pqrs}E_{pq}E_{rs}.$$

Here $g_{pqrs}$ is the two-electron integral $(pq|rs)$. Its symmetry $g_{pqrs}=g_{rspq}$ expresses that the repulsion does not change when the two electrons exchange roles. Because the products $E_{pq}E_{rs}$ are not normal ordered, $k$ is not the bare one-electron integral $h$ but $k_{pq}=h_{pq}-\tfrac12\sum_r g_{prrq}$.

Write $H_A$ and $H_B$ for the same expression with $E$ replaced by $A$ or by $B$. If $g_{pqrs}=g_{rspq}$, then $H$ sends the table $C$ to

$$H_A C+C H_B^{T}+\sum_{pqrs}g_{pqrs}\,A_{pq}\,C\,B_{rs}^{T}.$$

## From Kronecker products to matrix products

A product operator acts on the table by

$$\sum_{I'J'}X_{II'}Y_{JJ'}C_{I'J'}=\sum_{I'J'}X_{II'}C_{I'J'}(Y^T)_{J'J}=(XCY^T)_{IJ}.$$

The rule $(X\otimes Y)(X'\otimes Y')=XX'\otimes YY'$ gives

$$E_{pq}E_{rs}=A_{pq}A_{rs}\otimes1+1\otimes B_{pq}B_{rs}+A_{pq}\otimes B_{rs}+A_{rs}\otimes B_{pq}.$$

The first two terms, weighted by $\tfrac12 g$ and joined with the one-electron part, make up $H_A\otimes1+1\otimes H_B$. In the last term, rename $(p,q)\leftrightarrow(r,s)$ and use the symmetry of $g$:

$$\tfrac12\sum g_{pqrs}A_{rs}\otimes B_{pq}=\tfrac12\sum g_{rspq}A_{pq}\otimes B_{rs}=\tfrac12\sum g_{pqrs}A_{pq}\otimes B_{rs}.$$

The two mixed terms are equal, and their halves add to one:

$$H=H_A\otimes1+1\otimes H_B+\sum g_{pqrs}A_{pq}\otimes B_{rs}.$$

Applying each product to $C$ gives the claim.

Three consequences follow. Let $M(C)$ denote the mixed sum. If $g_{pqrs}=\sum_L W^L_{pq}W^L_{rs}$, the orbital sums separate:

$$M(C)=\sum_L\Big(\sum_{pq}W^L_{pq}A_{pq}\Big)C\Big(\sum_{rs}W^L_{rs}B_{rs}\Big)^T.$$

If $B=A$, then $M(C)^T=\sum g_{pqrs}A_{rs}C^TA_{pq}^T=M(C^T)$, by the same renaming. If also $C=\varepsilon C^T$ for a number $\varepsilon$, then $CH_A^T=\varepsilon C^TH_A^T=\varepsilon(H_AC)^T$, so the beta term $CH_A^T$ is $\varepsilon$ times the transpose of the alpha term $H_AC$.

## Strings, excitations and the coefficient table in Lean

```lean
import Mathlib

open Matrix
open scoped Kronecker

namespace AlphaBetaSigma

noncomputable section

variable {n m a b : Type*} [Fintype n] [Fintype m] [Fintype a] [Fintype b]
```

The type `n` indexes orbitals, `a` alpha strings and `b` beta strings; all are finite. The type `m` stands for whichever space a Hamiltonian acts on.

```lean
/-- The Hamiltonian `∑ k_pq E_pq + (1/2) ∑ g_pqrs E_pq E_rs` built from given
excitation matrices `E_pq`. -/
def hamiltonian (k : n → n → ℂ) (g : n → n → n → n → ℂ) (E : n → n → Matrix m m ℂ) :
    Matrix m m ℂ :=
  ∑ p, ∑ q, k p q • E p q + (1 / 2 : ℂ) • ∑ p, ∑ q, ∑ r, ∑ s, g p q r s • (E p q * E r s)
```

This one definition serves three times: with spin-summed excitations it gives $H$, with `A` it gives $H_A$, with `B` it gives $H_B$. The coefficients are complex, and neither they nor the matrices need be Hermitian.

```lean
/-- The spin-summed excitation `E_pq = A_pq ⊗ 1 + 1 ⊗ B_pq` on pairs of alpha and beta
strings. -/
def excitation [DecidableEq a] [DecidableEq b] (A : n → n → Matrix a a ℂ)
    (B : n → n → Matrix b b ℂ) (p q : n) : Matrix (a × b) (a × b) ℂ :=
  A p q ⊗ₖ (1 : Matrix b b ℂ) + (1 : Matrix a a ℂ) ⊗ₖ B p q
```

Here `A` and `B` are arbitrary families of matrices; no fermionic commutation relation is assumed. The link to a molecule is therefore the reader's to supply: the $E_{pq}$ of second quantization must take this Kronecker form in the determinant basis. It does when all alpha creation operators stand before the beta ones, because a beta excitation contains two fermion operators and passes an alpha string without a sign.

```lean
/-- The coefficient matrix `C`, read as a vector indexed by pairs of an alpha and a beta
string. -/
def ciVector : Matrix a b ℂ →ₗ[ℂ] (a × b → ℂ) where
  toFun C x := C x.1 x.2
  map_add' _ _ := rfl
  map_smul' _ _ := rfl
```

`ciVector` changes only the reading of the table, from a matrix to a vector over string pairs. It is declared as a linear map, which the main proof uses.

```lean
/-- The alpha-beta part of the sigma vector, `∑ g_pqrs A_pq C B_rsᵀ`. -/
def mixedSigma (g : n → n → n → n → ℂ) (A : n → n → Matrix a a ℂ)
    (B : n → n → Matrix b b ℂ) (C : Matrix a b ℂ) : Matrix a b ℂ :=
  ∑ p, ∑ q, ∑ r, ∑ s, g p q r s • (A p q * C * (B r s)ᵀ)
```

This is $M(C)$. The symbol `ᵀ` is the plain transpose, without complex conjugation.

## The operator identity

```lean
/-- A product operator `X ⊗ Y` acts on the coefficient matrix as `X C Yᵀ`. -/
theorem kronecker_mulVec (X : Matrix a a ℂ) (Y : Matrix b b ℂ) (C : Matrix a b ℂ) :
    (X ⊗ₖ Y) *ᵥ ciVector C = ciVector (X * C * Yᵀ) := by
  ext ⟨i, j⟩
  have hc : ∀ (D : Matrix a b ℂ) (x : a × b), ciVector D x = D x.1 x.2 := fun _ _ => rfl
  simp only [hc, Matrix.mulVec, dotProduct,
    Fintype.sum_prod_type, Matrix.kroneckerMap_apply, Matrix.mul_apply,
    Matrix.transpose_apply, Finset.sum_mul]
  rw [Finset.sum_comm]
  refine Finset.sum_congr rfl fun x _ => Finset.sum_congr rfl fun y _ => ?_
  ring
```

The proof compares entries, as in the derivation by hand: `simp only` writes out both sides as double sums, `Finset.sum_comm` aligns their order, and `ring` matches the summands.

```lean
/-- A sum over two orbital pairs is unchanged when the pairs exchange their roles. -/
theorem sum_pair_swap {M : Type*} [AddCommMonoid M] (F : n → n → n → n → M) :
    ∑ p, ∑ q, ∑ r, ∑ s, F p q r s = ∑ p, ∑ q, ∑ r, ∑ s, F r s p q := by
  have h := Finset.sum_comm (s := (Finset.univ : Finset (n × n)))
    (t := (Finset.univ : Finset (n × n))) (f := fun x y => F x.1 x.2 y.1 y.2)
  simpa only [Fintype.sum_prod_type] using h
```

The renaming $(p,q)\leftrightarrow(r,s)$ becomes an exchange of two sums once each orbital pair is treated as a single index in `n × n`.

```lean
omit [Fintype n] in
/-- The product of two spin-summed excitations consists of an alpha-alpha, a beta-beta and
two alpha-beta terms. -/
theorem excitation_mul [DecidableEq a] [DecidableEq b] (A : n → n → Matrix a a ℂ)
    (B : n → n → Matrix b b ℂ) (p q r s : n) :
    excitation A B p q * excitation A B r s =
      (A p q * A r s) ⊗ₖ (1 : Matrix b b ℂ) + (1 : Matrix a a ℂ) ⊗ₖ (B p q * B r s)
        + A p q ⊗ₖ B r s + A r s ⊗ₖ B p q := by
  simp only [excitation, add_mul, mul_add, ← Matrix.mul_kronecker_mul, mul_one, one_mul]
  abel
```

This is the four-term product, obtained by distributing and merging Kronecker factors.

```lean
/-- For `g_pqrs = g_rspq` the Hamiltonian is `H_A ⊗ 1 + 1 ⊗ H_B + ∑ g_pqrs A_pq ⊗ B_rs`. -/
theorem hamiltonian_factorization [DecidableEq a] [DecidableEq b] (k : n → n → ℂ)
    (g : n → n → n → n → ℂ) (hg : ∀ p q r s, g p q r s = g r s p q)
    (A : n → n → Matrix a a ℂ) (B : n → n → Matrix b b ℂ) :
    hamiltonian k g (excitation A B) =
      hamiltonian k g A ⊗ₖ (1 : Matrix b b ℂ) + (1 : Matrix a a ℂ) ⊗ₖ hamiltonian k g B
        + ∑ p, ∑ q, ∑ r, ∑ s, g p q r s • (A p q ⊗ₖ B r s) := by
  -- embedding a one-spin operator into the full space is linear
  obtain ⟨L, hL⟩ : ∃ L : Matrix a a ℂ →ₗ[ℂ] Matrix (a × b) (a × b) ℂ,
      ∀ X, L X = X ⊗ₖ (1 : Matrix b b ℂ) :=
    ⟨{ toFun := fun X => X ⊗ₖ (1 : Matrix b b ℂ)
       map_add' := fun X Y => Matrix.add_kronecker X Y 1
       map_smul' := fun c X => Matrix.smul_kronecker c X 1 }, fun _ => rfl⟩
  obtain ⟨R, hR⟩ : ∃ R : Matrix b b ℂ →ₗ[ℂ] Matrix (a × b) (a × b) ℂ,
      ∀ Y, R Y = (1 : Matrix a a ℂ) ⊗ₖ Y :=
    ⟨{ toFun := fun Y => (1 : Matrix a a ℂ) ⊗ₖ Y
       map_add' := fun X Y => Matrix.kronecker_add 1 X Y
       map_smul' := fun c Y => Matrix.kronecker_smul c 1 Y }, fun _ => rfl⟩
  -- the two mixed sums agree by the symmetry of g
  have hswap : ∑ p, ∑ q, ∑ r, ∑ s, g p q r s • (A r s ⊗ₖ B p q) =
      ∑ p, ∑ q, ∑ r, ∑ s, g p q r s • (A p q ⊗ₖ B r s) := by
    rw [sum_pair_swap]
    refine Finset.sum_congr rfl fun p _ => Finset.sum_congr rfl fun q _ =>
      Finset.sum_congr rfl fun r _ => Finset.sum_congr rfl fun s _ => ?_
    rw [hg r s p q]
  have hone : ∑ p, ∑ q, k p q • excitation A B p q =
      ∑ p, ∑ q, k p q • L (A p q) + ∑ p, ∑ q, k p q • R (B p q) := by
    simp only [excitation, hL, hR, smul_add, Finset.sum_add_distrib]
  have htwo : ∑ p, ∑ q, ∑ r, ∑ s, g p q r s • (excitation A B p q * excitation A B r s) =
      ∑ p, ∑ q, ∑ r, ∑ s, g p q r s • L (A p q * A r s)
        + ∑ p, ∑ q, ∑ r, ∑ s, g p q r s • R (B p q * B r s)
        + ∑ p, ∑ q, ∑ r, ∑ s, g p q r s • (A p q ⊗ₖ B r s)
        + ∑ p, ∑ q, ∑ r, ∑ s, g p q r s • (A r s ⊗ₖ B p q) := by
    simp only [excitation_mul, hL, hR, smul_add, Finset.sum_add_distrib]
  rw [← hL, ← hR]
  unfold hamiltonian
  rw [hone, htwo, hswap]
  simp only [map_add, map_sum, map_smul]
  module
```

The hypothesis `hg` is the symmetry of $g$. It enters only in `hswap`, which equates the two mixed sums. The statements `hone` and `htwo` split the one- and two-electron parts, and the closing `module` collects the terms, including $\tfrac12+\tfrac12=1$.

## Unnamed linear maps that carry the sums

The step "apply the operation term by term" is invisible by hand, but here it must pass through four nested sums, scalars and a factor one half. The proof above handles it by packaging $X\mapsto X\otimes1$ as a linear map `L`, and $Y\mapsto1\otimes Y$ as `R`. Once `H_A ⊗ 1` has been rewritten as `L` applied to $H_A$, the general lemmas `map_add`, `map_sum` and `map_smul` move `L` inwards to the individual products.

The maps are introduced by `obtain ⟨L, hL⟩` from an existence statement. Lean then forgets how `L` was built and keeps only its linearity and the equation `hL`. The simplifier cannot unfold `L` prematurely, and the proof decides when to translate back. The next theorem uses the same device for $M\mapsto M\,c$, where $M$ is any operator on the full space and $c$ is the fixed vector `ciVector C`.

## The sigma vector

```lean
/-- Sigma factorization: for `g_pqrs = g_rspq` the Hamiltonian acts on the coefficient
matrix as `H_A C + C H_Bᵀ + ∑ g_pqrs A_pq C B_rsᵀ`. -/
theorem sigma_factorization [DecidableEq a] [DecidableEq b] (k : n → n → ℂ)
    (g : n → n → n → n → ℂ) (hg : ∀ p q r s, g p q r s = g r s p q)
    (A : n → n → Matrix a a ℂ) (B : n → n → Matrix b b ℂ) (C : Matrix a b ℂ) :
    hamiltonian k g (excitation A B) *ᵥ ciVector C =
      ciVector (hamiltonian k g A * C + C * (hamiltonian k g B)ᵀ + mixedSigma g A B C) := by
  -- the action on a fixed vector is linear in the operator
  obtain ⟨T, hT⟩ : ∃ T : Matrix (a × b) (a × b) ℂ →ₗ[ℂ] (a × b → ℂ),
      ∀ M, T M = M *ᵥ ciVector C :=
    ⟨{ toFun := fun M => M *ᵥ ciVector C
       map_add' := fun M N => Matrix.add_mulVec M N _
       map_smul' := by
        intro c M
        ext i
        simp [Matrix.mulVec, dotProduct, Finset.mul_sum, mul_assoc] }, fun _ => rfl⟩
  have hk : ∀ X Y, T (X ⊗ₖ Y) = ciVector (X * C * Yᵀ) := fun X Y => by
    rw [hT, kronecker_mulVec]
  rw [← hT, hamiltonian_factorization k g hg A B]
  simp only [mixedSigma, map_add, map_sum, map_smul, hk, Matrix.transpose_one,
    Matrix.mul_one, Matrix.one_mul]
```

In words: for any finite sets of orbitals and strings, any complex `k`, any `g` with the pair symmetry, any matrices `A` and `B` and any table `C`, the full Hamiltonian applied to `C` read as a vector is the three-term matrix expression read as a vector. The proof substitutes the operator identity, lets the linear map `T` pass through the sums, and evaluates each Kronecker product by `kronecker_mulVec`, in the form `hk`.

For full configuration interaction in a finite orbital basis, this is the identity by which sigma can be formed from string-space matrices without building $H$.

```lean
/-- If `g_pqrs = ∑_L W^L_pq W^L_rs`, the alpha-beta part is a sum over `L` of products of
`C` with one contracted alpha matrix and one contracted beta matrix. -/
theorem mixedSigma_of_factorized {l : Type*} [Fintype l] (W : l → n → n → ℂ)
    (g : n → n → n → n → ℂ) (hW : ∀ p q r s, g p q r s = ∑ x, W x p q * W x r s)
    (A : n → n → Matrix a a ℂ) (B : n → n → Matrix b b ℂ) (C : Matrix a b ℂ) :
    mixedSigma g A B C =
      ∑ x, (∑ p, ∑ q, W x p q • A p q) * C * (∑ r, ∑ s, W x r s • B r s)ᵀ := by
  have key : ∀ x, (∑ p, ∑ q, W x p q • A p q) * C * (∑ r, ∑ s, W x r s • B r s)ᵀ =
      ∑ p, ∑ q, ∑ r, ∑ s, (W x p q * W x r s) • (A p q * C * (B r s)ᵀ) := fun x => by
    simp only [Matrix.sum_mul, Matrix.smul_mul]
    simp only [Matrix.transpose_sum, Matrix.transpose_smul, Matrix.mul_sum,
      Matrix.mul_smul, Finset.smul_sum, smul_smul]
  simp only [mixedSigma, hW, Finset.sum_smul, key]
  -- move the sum over L inside the orbital sums
  symm
  refine Finset.sum_comm.trans (Finset.sum_congr rfl fun p _ => ?_)
  refine Finset.sum_comm.trans (Finset.sum_congr rfl fun q _ => ?_)
  refine Finset.sum_comm.trans (Finset.sum_congr rfl fun r _ => ?_)
  exact Finset.sum_comm
```

The index `x` of type `l` plays the part of $L$ in the derivation. Such factors arise from Cholesky decomposition or density fitting of the integrals. The theorem assumes that the factorization is exact, so with fitted integrals or a truncated Cholesky decomposition it gives the alpha-beta part for the approximate $g$. The lemma `key` expands one product, and the repeated `Finset.sum_comm` moves the sum over `x` past the orbital sums.

## Transposition and spin parity

```lean
/-- For `g_pqrs = g_rspq` and equal alpha and beta excitation matrices, transposing `C`
transposes the alpha-beta part. -/
theorem mixedSigma_transpose (g : n → n → n → n → ℂ)
    (hg : ∀ p q r s, g p q r s = g r s p q) (A : n → n → Matrix a a ℂ) (C : Matrix a a ℂ) :
    mixedSigma g A A Cᵀ = (mixedSigma g A A C)ᵀ := by
  simp only [mixedSigma, Matrix.transpose_sum, Matrix.transpose_smul, Matrix.transpose_mul,
    Matrix.transpose_transpose]
  rw [sum_pair_swap]
  refine Finset.sum_congr rfl fun p _ => Finset.sum_congr rfl fun q _ =>
    Finset.sum_congr rfl fun r _ => Finset.sum_congr rfl fun s _ => ?_
  rw [hg r s p q, Matrix.mul_assoc]
```

The spaces of alpha and beta strings now coincide, as they do for equal numbers of up and down electrons. Transposing reverses each product, and `sum_pair_swap` with `hg` restores the original order.

```lean
/-- For `g_pqrs = g_rspq`, equal alpha and beta excitation matrices and `C = ε Cᵀ`, the Hamiltonian
acts on the coefficient matrix as `H_A C + ε (H_A C)ᵀ + ∑ g_pqrs A_pq C A_rsᵀ`. -/
theorem sigma_of_spin_parity [DecidableEq a] (k : n → n → ℂ) (g : n → n → n → n → ℂ)
    (hg : ∀ p q r s, g p q r s = g r s p q) (A : n → n → Matrix a a ℂ)
    (C : Matrix a a ℂ) (ε : ℂ) (hC : C = ε • Cᵀ) :
    hamiltonian k g (excitation A A) *ᵥ ciVector C =
      ciVector (hamiltonian k g A * C + ε • (hamiltonian k g A * C)ᵀ
        + mixedSigma g A A C) := by
  have h : C * (hamiltonian k g A)ᵀ = ε • (hamiltonian k g A * C)ᵀ := by
    rw [Matrix.transpose_mul, ← Matrix.smul_mul, ← hC]
  rw [sigma_factorization k g hg A A C, h]
```

The condition `hC` forces $\varepsilon=\pm1$ unless $C=0$, since using it twice gives $C=\varepsilon^2C$. When all alpha creation operators stand before the beta ones and both strings use the same orbital order, singlets have $\varepsilon=1$ and the $M_S=0$ components of triplets have $\varepsilon=-1$. The theorem takes the parity as given and does not derive it from the total spin. Its proof rewrites the term $CH_B^T$, here with $B=A$, in the main formula.

## A coefficient array for which the formula fails

```lean
/-- Take one alpha string, one beta string and `k = 0`, and let `A_00 = 1`, `B_11 = 1` and
`g_0011 = 1` be the only nonzero entries of `A`, `B` and `g`. Then the formula of the sigma
factorization fails for `C = 1`. -/
theorem sigma_fails_without_symmetry :
    let A : Fin 2 → Fin 2 → Matrix (Fin 1) (Fin 1) ℂ := fun p q => if p = 0 ∧ q = 0 then 1 else 0
    let B : Fin 2 → Fin 2 → Matrix (Fin 1) (Fin 1) ℂ := fun p q => if p = 1 ∧ q = 1 then 1 else 0
    let g : Fin 2 → Fin 2 → Fin 2 → Fin 2 → ℂ :=
      fun p q r s => if p = 0 ∧ q = 0 ∧ r = 1 ∧ s = 1 then 1 else 0
    hamiltonian 0 g (excitation A B) *ᵥ ciVector 1 ≠
      ciVector (hamiltonian 0 g A * 1 + 1 * (hamiltonian 0 g B)ᵀ + mixedSigma g A B 1) := by
  intro A B g h
  -- the Hamiltonian gives 1/2, the factorized formula gives 1
  have h0 := congrFun h (0, 0)
  have hc : ∀ (D : Matrix (Fin 1) (Fin 1) ℂ) (x : Fin 1 × Fin 1),
      ciVector D x = D x.1 x.2 := fun _ _ => rfl
  norm_num [A, B, g, hamiltonian, excitation, mixedSigma, hc, Fin.sum_univ_two,
    Matrix.mulVec, dotProduct, Fintype.sum_prod_type] at h0

end

end AlphaBetaSigma
```

One alpha electron sits in orbital 0 and one beta electron in orbital 1, and the only interaction entry is $g_{0011}=1$, with $g_{1100}=0$. This is an algebraic test case and not a molecule: the space is cut down to this single configuration, and true repulsion integrals would have the symmetry that $g$ lacks. Then $E_{00}=E_{11}=1$, so $H=\tfrac12$. The same-spin Hamiltonians vanish and the mixed term is $1$, so the formula gives twice the correct value. The factorization therefore does not hold for arbitrary $g$. The proof reads off the single entry of both sides and lets `norm_num` find the contradiction.

```lean
#print axioms AlphaBetaSigma.mixedSigma_of_factorized
#print axioms AlphaBetaSigma.mixedSigma_transpose
#print axioms AlphaBetaSigma.sigma_of_spin_parity
#print axioms AlphaBetaSigma.sigma_fails_without_symmetry
```

```
'AlphaBetaSigma.mixedSigma_of_factorized' depends on axioms: [propext, Classical.choice, Quot.sound]
'AlphaBetaSigma.mixedSigma_transpose' depends on axioms: [propext, Classical.choice, Quot.sound]
'AlphaBetaSigma.sigma_of_spin_parity' depends on axioms: [propext, Classical.choice, Quot.sound]
'AlphaBetaSigma.sigma_fails_without_symmetry' depends on axioms: [propext, Classical.choice, Quot.sound]
```
